# A linear preconditioner preserves every optimal two-vector DIIS weight exactly when it scales all norms by one positive factor

Let $T$ be a linear map between real inner product spaces. The best weights for mixing $e_1$ with $e_2$ and for mixing $Te_1$ with $Te_2$ agree for all distinct $e_1, e_2$ if and only if there is a number $k>0$ with $\|Tv\| = k\|v\|$ for every $v$. Injectivity of $T$ need not be assumed, since each of the two conditions forces it: if $Te_1 = Te_2$ for distinct errors, every weight is optimal after preconditioning but only one before.

The question comes from self-consistent-field iterations. DIIS (direct inversion in the iterative subspace) stores the error vectors of past iterations and combines them, with coefficients that sum to one, so that the combined error is as short as possible. The errors may be preconditioned before this minimisation. The minimisation then measures length differently, and its coefficients may change.

## Errors, weights and agreement

The raw errors lie in a real inner product space $E$ and the preconditioned ones in a space $F$, which may be the same. Neither space needs to be finite-dimensional or complete.

In Lean 4 with Mathlib:

```lean
import Mathlib

open scoped InnerProductSpace

namespace PreconditionedDIIS

variable {E F : Type*} [NormedAddCommGroup E] [InnerProductSpace ℝ E]
  [NormedAddCommGroup F] [InnerProductSpace ℝ F]
```

For two errors there is one free weight $c$, and the mixed error is $c\,e_1 + (1-c)\,e_2$. The weight is optimal if no real weight $b$ gives a shorter one. Negative weights and weights above one are allowed, as in DIIS.

```lean
/-- The weight `c` is optimal for the error vectors `e₁`, `e₂`: no other real weight gives a
mixed error `b e₁ + (1 - b) e₂` of smaller norm. -/
def IsMixMin (e₁ e₂ : E) (c : ℝ) : Prop :=
  ∀ b : ℝ, ‖c • e₁ + (1 - c) • e₂‖ ≤ ‖b • e₁ + (1 - b) • e₂‖
```

`PreservesMixing T` says that, for each pair of distinct errors, a weight is optimal before preconditioning exactly when it is optimal afterwards. It thus compares the two sets of optimal weights. This matters when $Te_1 = Te_2$, because every weight is then optimal after preconditioning.

The type `E →ₗ[ℝ] F` makes $T$ one fixed linear map. The step from here to a real calculation is that the same $T$ must act on all stored errors; a preconditioner rebuilt at each iteration, with old errors kept in their old form, does not meet this condition.

```lean
/-- The preconditioner `T` leaves the optimal weights of every pair of distinct error vectors
unchanged. -/
def PreservesMixing (T : E →ₗ[ℝ] F) : Prop :=
  ∀ e₁ e₂ : E, e₁ ≠ e₂ → ∀ c : ℝ, IsMixMin e₁ e₂ c ↔ IsMixMin (T e₁) (T e₂) c
```

For a longer history $e_i$, with $i$ in a finite index set, the coefficients $c_i$ satisfy $\sum_i c_i = 1$ and minimise $\|\sum_i c_i e_i\|$ under that constraint. The definition asks only for a minimiser, so it also covers histories for which the optimal coefficients are not unique.

```lean
/-- The coefficients `c` solve the DIIS problem for a finite history `e` of error vectors: they
sum to one and minimise the norm of the combined error among all coefficients that do. -/
def IsDIISMin {ι : Type*} [Fintype ι] (e : ι → E) (c : ι → ℝ) : Prop :=
  ∑ i, c i = 1 ∧ ∀ b : ι → ℝ, ∑ i, b i = 1 → ‖∑ i, c i • e i‖ ≤ ‖∑ i, b i • e i‖
```

## The shortest error on a line

Take a residual $r$ and a direction $d$. For real $t$,
$$\|r+td\|^2 = \|r\|^2 + 2t\langle r,d\rangle + t^2\|d\|^2 .$$
If $\langle r,d\rangle = 0$, the right-hand side is never below $\|r\|^2$. Conversely, suppose that no $t$ shortens $r$, and try the step
$$t = -\frac{\langle r,d\rangle}{\|d\|^2+1}.$$
Then $\langle r,d\rangle = -t(\|d\|^2+1)$, and the change in the squared norm is
$$-2t^2(\|d\|^2+1) + t^2\|d\|^2 = -t^2(\|d\|^2+2).$$
This must not be negative, so $t=0$ and hence $\langle r,d\rangle=0$. The added one in the denominator lets the argument include $d=0$.

In the code, `key` is the expansion, `ht` expresses the overlap through the trial step, and `nlinarith` settles the sign arguments.

```lean
/-- A residual `r` cannot be shortened by adding multiples of `d` exactly when it is orthogonal
to `d`. -/
theorem norm_le_line_iff (r d : E) :
    (∀ t : ℝ, ‖r‖ ≤ ‖r + t • d‖) ↔ ⟪r, d⟫_ℝ = 0 := by
  have key : ∀ t : ℝ, ‖r + t • d‖ ^ 2 = ‖r‖ ^ 2 + 2 * t * ⟪r, d⟫_ℝ + t ^ 2 * ‖d‖ ^ 2 := by
    intro t
    rw [norm_add_sq_real, inner_smul_right, norm_smul, mul_pow, Real.norm_eq_abs, sq_abs]
    ring
  constructor
  · intro h
    have hq : 0 < ‖d‖ ^ 2 + 1 := by positivity
    -- a trial step against the overlap; it lowers the norm unless the overlap is zero
    obtain ⟨t, ht⟩ : ∃ t : ℝ, ⟪r, d⟫_ℝ = -(t * (‖d‖ ^ 2 + 1)) :=
      ⟨-⟪r, d⟫_ℝ / (‖d‖ ^ 2 + 1), by rw [div_mul_cancel₀ _ hq.ne', neg_neg]⟩
    have h1 := pow_le_pow_left₀ (norm_nonneg r) (h t) 2
    rw [key, ht] at h1
    have h2 : t ^ 2 = 0 :=
      le_antisymm (by nlinarith [mul_nonneg (sq_nonneg t) (sq_nonneg ‖d‖)]) (sq_nonneg t)
    have h3 : t = 0 := (pow_eq_zero_iff two_ne_zero).1 h2
    rw [ht, h3]
    ring
  · intro h t
    refine (pow_le_pow_iff_left₀ (norm_nonneg _) (norm_nonneg _) two_ne_zero).1 ?_
    rw [key, h]
    nlinarith [mul_nonneg (sq_nonneg t) (sq_nonneg ‖d‖)]
```

Changing the weight from $c$ to $c+t$ moves the mixed error along such a line:
$$(c+t)e_1 + (1-c-t)e_2 = \bigl[c\,e_1+(1-c)e_2\bigr] + t(e_1-e_2).$$
So $c$ is optimal exactly when
$$\langle c\,e_1+(1-c)e_2,\; e_1-e_2\rangle = 0 .$$
For distinct errors this has the single solution $c = \langle e_2, e_2-e_1\rangle/\|e_1-e_2\|^2$. The tactic `module` checks the vector identity in both directions of the equivalence.

```lean
/-- A mixing weight is optimal exactly when the mixed error is orthogonal to the difference of
the two error vectors. -/
theorem isMixMin_iff (e₁ e₂ : E) (c : ℝ) :
    IsMixMin e₁ e₂ c ↔ ⟪c • e₁ + (1 - c) • e₂, e₁ - e₂⟫_ℝ = 0 := by
  rw [← norm_le_line_iff]
  constructor
  · intro h t
    have h1 := h (c + t)
    have e : (c + t) • e₁ + (1 - (c + t)) • e₂
        = c • e₁ + (1 - c) • e₂ + t • (e₁ - e₂) := by module
    rwa [e] at h1
  · intro h b
    have h1 := h (b - c)
    have e : c • e₁ + (1 - c) • e₂ + (b - c) • (e₁ - e₂)
        = b • e₁ + (1 - b) • e₂ := by module
    rwa [e] at h1
```

## Agreement of weights preserves right angles

Let $\langle x,d\rangle=0$ with $d\neq0$. For the pair $e_1=x+d$, $e_2=x$, the weight $c=0$ gives the mixed error $x$, while the difference of the errors is $d$. These are orthogonal, so $c=0$ is optimal. By agreement it is also optimal for $Tx+Td$ and $Tx$, which means $\langle Tx,Td\rangle=0$. The case $d=0$ is treated separately, since the two errors would then coincide.

```lean
/-- A preconditioner that leaves all optimal pair weights unchanged maps orthogonal vectors to
orthogonal vectors. -/
theorem PreservesMixing.orthogonal {T : E →ₗ[ℝ] F} (h : PreservesMixing T) (x d : E)
    (hxd : ⟪x, d⟫_ℝ = 0) : ⟪T x, T d⟫_ℝ = 0 := by
  by_cases hd : d = 0
  · simp [hd]
  -- for the pair `x + d`, `x` the weight zero is optimal
  have h1 := (h (x + d) x (by simpa using hd) 0).1
    ((isMixMin_iff _ _ _).2 (by simpa using hxd))
  have h2 := (isMixMin_iff _ _ _).1 h1
  simpa using h2
```

## Preserved right angles fix a common scale

For any $u,v$,
$$\langle u+v,u-v\rangle = \|u\|^2-\|v\|^2 .$$
If $\|u\|=\|v\|$, then $u+v$ and $u-v$ are orthogonal. Their images $Tu+Tv$ and $Tu-Tv$ are orthogonal too, and the same identity in $F$ gives $\|Tu\|=\|Tv\|$. This is `heq`.

Now fix some $w\neq0$ and set $k=\|Tw\|/\|w\|$. Any $v$ has the same norm as $(\|v\|/\|w\|)\,w$, so
$$\|Tv\| = \frac{\|v\|}{\|w\|}\,\|Tw\| = k\|v\| .$$
If $E$ contains only the zero vector, $k=0$ serves. At this stage $k$ may also vanish on a larger space, because the zero map preserves orthogonality.

```lean
/-- A linear map that preserves orthogonality multiplies all norms by one common factor
`k ≥ 0`. -/
theorem uniform_scaling_of_orthogonal (T : E →ₗ[ℝ] F)
    (h : ∀ x y : E, ⟪x, y⟫_ℝ = 0 → ⟪T x, T y⟫_ℝ = 0) :
    ∃ k : ℝ, 0 ≤ k ∧ ∀ v, ‖T v‖ = k * ‖v‖ := by
  -- the diagonals of a rhombus are orthogonal, so equal norms stay equal
  have heq : ∀ u v : E, ‖u‖ = ‖v‖ → ‖T u‖ = ‖T v‖ := by
    intro u v huv
    have h1 := h (u + v) (u - v) ((real_inner_add_sub_eq_zero_iff u v).2 huv)
    rw [map_add, map_sub] at h1
    exact (real_inner_add_sub_eq_zero_iff _ _).1 h1
  by_cases hE : ∃ w : E, w ≠ 0
  · obtain ⟨w, hw⟩ := hE
    have hw' : ‖w‖ ≠ 0 := norm_ne_zero_iff.2 hw
    refine ⟨‖T w‖ / ‖w‖, by positivity, fun v => ?_⟩
    -- compare `v` with the multiple of `w` that has the same norm
    have h1 := heq v ((‖v‖ / ‖w‖) • w)
      (by rw [norm_smul, norm_div, norm_norm, norm_norm, div_mul_cancel₀ _ hw'])
    rw [h1, map_smul, norm_smul, norm_div, norm_norm, norm_norm]
    ring
  · refine ⟨0, le_rfl, fun v => ?_⟩
    have hv : v = 0 := by
      by_contra hv
      exact hE ⟨v, hv⟩
    simp [hv]
```

## The equivalence

Suppose that the weights agree but the factor just found is $k=0$. Then $T=0$. If there were a vector $v\neq0$, the pair $(v,0)$ would be mapped to $(0,0)$, for which every weight is optimal, including $c=1$. By agreement $c=1$ would be optimal for $(v,0)$ as well, giving $\langle v,v\rangle=0$, a contradiction. So $E$ is the zero space, and there $k=1$ satisfies the norm condition.

Conversely, let $\|Tv\|=k\|v\|$ with $k>0$. By linearity
$$\|b\,Te_1+(1-b)Te_2\| = k\,\|b\,e_1+(1-b)e_2\|$$
for every $b$, and a common positive factor does not change which norm is smaller. In the second half of the proof, `key` is this identity and `mono` cancels the factor.

```lean
/-- A linear preconditioner leaves the optimal weights of all pairs of distinct error vectors
unchanged if and only if it multiplies every norm by one common factor `k > 0`. -/
theorem preservesMixing_iff (T : E →ₗ[ℝ] F) :
    PreservesMixing T ↔ ∃ k : ℝ, 0 < k ∧ ∀ v, ‖T v‖ = k * ‖v‖ := by
  constructor
  · intro h
    obtain ⟨k, hk0, hk⟩ := uniform_scaling_of_orthogonal T h.orthogonal
    rcases hk0.lt_or_eq with hpos | hz
    · exact ⟨k, hpos, hk⟩
    · -- if `T` vanishes, every weight is optimal after preconditioning, so the space is trivial
      refine ⟨1, one_pos, fun v => ?_⟩
      have hv : v = 0 := by
        by_contra hv
        have hTv : T v = 0 := norm_eq_zero.1 (by rw [hk, ← hz, zero_mul])
        have h1 := (h v 0 hv 1).2 ((isMixMin_iff _ _ _).2 (by simp [hTv]))
        have h2 := (isMixMin_iff _ _ _).1 h1
        exact hv (by simpa using h2)
      simp [hv]
  · rintro ⟨k, hk, hT⟩ e₁ e₂ _ c
    have key : ∀ b : ℝ, ‖b • T e₁ + (1 - b) • T e₂‖ = k * ‖b • e₁ + (1 - b) • e₂‖ := by
      intro b
      rw [← hT, map_add, map_smul, map_smul]
    have mono : ∀ x y : ℝ, k * x ≤ k * y ↔ x ≤ y := fun x y =>
      ⟨fun h => le_of_mul_le_mul_left h hk, fun h => mul_le_mul_of_nonneg_left h hk.le⟩
    simp only [IsMixMin, key, mono]
```

Linearity matters in this last direction. On the real line the map $x\mapsto|x|$ preserves every norm, with $k=1$, but is not additive. For the errors $1$ and $-1$ the only optimal weight is $1/2$; both are sent to $1$, and then every weight is optimal.

For self-consistent-field practice, the theorem says that a fixed linear preconditioner, applied to the stored errors before the minimisation, changes the optimal weight for at least one pair of errors if it damps some error components more than others. It does not say that the weights change for the particular errors met in a given run, nor which choice converges faster.

## Longer histories

Once all pairs agree, the factor $k$ is available, and the same argument applies to any finite history:
$$\Bigl\|\sum_i b_i\,Te_i\Bigr\| = k\,\Bigl\|\sum_i b_i e_i\Bigr\| .$$
The constraint $\sum_i b_i=1$ does not involve $T$, so the two minimisation problems have the same solutions. The errors in the history may repeat or be linearly dependent.

```lean
/-- If a preconditioner leaves the optimal weights of all pairs of distinct error vectors
unchanged, it leaves the DIIS coefficients of every finite history unchanged. -/
theorem PreservesMixing.diis {T : E →ₗ[ℝ] F} (h : PreservesMixing T)
    {ι : Type*} [Fintype ι] (e : ι → E) (c : ι → ℝ) :
    IsDIISMin (fun i => T (e i)) c ↔ IsDIISMin e c := by
  obtain ⟨k, hk, hT⟩ := (preservesMixing_iff T).1 h
  have key : ∀ b : ι → ℝ, ‖∑ i, b i • T (e i)‖ = k * ‖∑ i, b i • e i‖ := by
    intro b
    rw [← hT, map_sum]
    simp only [map_smul]
  have mono : ∀ x y : ℝ, k * x ≤ k * y ↔ x ≤ y := fun x y =>
    ⟨fun h => le_of_mul_le_mul_left h hk, fun h => mul_le_mul_of_nonneg_left h hk.le⟩
  simp only [IsDIISMin, key, mono]
```

## Two eigenvectors with different eigenvalues

Let $u$ and $v$ be orthonormal, with $Tu=au$ and $Tv=bv$. Here $b$ is an eigenvalue and no longer a trial weight. At equal mixing the optimality condition after preconditioning contains
$$\Bigl\langle \tfrac12(au+bv),\,au-bv\Bigr\rangle = \frac{a^2-b^2}{2},$$
which vanishes exactly when $|a|=|b|$. Setting $a=b=1$ gives the raw errors, for which equal mixing is always optimal. With $a=1$ and $b=2$, the orthogonality condition moves the optimal weight of $u$ from $1/2$ to $4/5$: the component that the preconditioner amplifies receives less weight.

The code proves the inner product formula once, as `expand`, for general factors $p$ and $q$. It then uses it with $1,1$ for the raw errors and with $a,b$ for the preconditioned ones.

```lean
/-- For two orthonormal eigenvectors of a preconditioner, taken as error vectors, equal mixing is
optimal before preconditioning; it is optimal afterwards exactly when the two eigenvalues have
the same absolute value. -/
theorem equal_mixing_eigenvectors (T : E →ₗ[ℝ] E) {u v : E} {a b : ℝ}
    (hu : ‖u‖ = 1) (hv : ‖v‖ = 1) (huv : ⟪u, v⟫_ℝ = 0)
    (hTu : T u = a • u) (hTv : T v = b • v) :
    IsMixMin u v (1 / 2) ∧ (IsMixMin (T u) (T v) (1 / 2) ↔ |a| = |b|) := by
  have hvu : ⟪v, u⟫_ℝ = 0 := by
    rw [real_inner_comm]
    exact huv
  have expand : ∀ p q : ℝ,
      ⟪(1 / 2 : ℝ) • (p • u) + (1 - 1 / 2 : ℝ) • (q • v), p • u - q • v⟫_ℝ
        = (p ^ 2 - q ^ 2) / 2 := by
    intro p q
    simp only [inner_add_left, inner_sub_right, real_inner_smul_left, real_inner_smul_right,
      real_inner_self_eq_norm_sq, hu, hv, huv, hvu]
    ring
  constructor
  · have h1 := expand 1 1
    simp only [one_smul] at h1
    rw [isMixMin_iff, h1]
    norm_num
  · rw [isMixMin_iff, hTu, hTv, expand, ← sq_eq_sq_iff_abs_eq_abs]
    constructor <;> intro h <;> linarith

end PreconditionedDIIS
```

```lean
#print axioms PreconditionedDIIS.preservesMixing_iff
-- 'PreconditionedDIIS.preservesMixing_iff' depends on axioms: [propext, Classical.choice, Quot.sound]
#print axioms PreconditionedDIIS.PreservesMixing.diis
-- 'PreconditionedDIIS.PreservesMixing.diis' depends on axioms: [propext, Classical.choice, Quot.sound]
#print axioms PreconditionedDIIS.equal_mixing_eigenvectors
-- 'PreconditionedDIIS.equal_mixing_eigenvectors' depends on axioms: [propext, Classical.choice, Quot.sound]
```
